# Making the off-diagonal elements of a finite Hamiltonian nonpositive at fixed modulus cannot raise its ground-state energy

One form of projector Monte Carlo applies $1-\tau(H-S)$ repeatedly to a population of walkers on basis states, with a small time step $\tau$ and an energy shift $S$. A move between different states $x$ and $y$ carries the weight $-\tau H_{xy}$. If every off-diagonal element is real and nonpositive, these weights can serve as probabilities. Otherwise the walkers carry signs or phases, and contributions can cancel. Discarding the signs or phases gives a well-behaved simulation of a different Hamiltonian, $H_B$, with

$$(H_B)_{xx}=H_{xx},\qquad (H_B)_{xy}=-|H_{xy}|\quad(x\neq y).$$

How does its ground energy compare with that of $H$? For any Hamiltonian on a finite orthonormal basis, it is a lower bound.

## Energies and the comparison Hamiltonian

The basis states are the elements of a finite type `n`. A Hamiltonian is a complex matrix indexed by `n`, and a state is its list of amplitudes $v_x$. Nothing is assumed about particle statistics or interactions: these enter only through the matrix elements.

```lean
import Mathlib

open Matrix

namespace StoquasticComparison

noncomputable section

variable {n : Type*} [Fintype n] [DecidableEq n]
```

The energy of $v$ is $E_H(v)=\operatorname{Re}\langle v,Hv\rangle$, with the first argument conjugated. No division by the norm is made here, so $E_H(v)$ is an expectation value in the usual sense only when $v$ is normalised.

```lean
/-- The energy of the vector `v`: the real part of `⟨v, H v⟩`, without division by the norm. -/
def energy (H : Matrix n n ℂ) (v : n → ℂ) : ℝ := (star v ⬝ᵥ H *ᵥ v).re
```

Matrices with real, nonpositive off-diagonal elements are often called stoquastic, hence the Lean name for $H_B$.

```lean
/-- The sign-free comparison Hamiltonian: the diagonal of `H` is kept and every off-diagonal
entry is replaced by minus its modulus. -/
def stoquastic (H : Matrix n n ℂ) : Matrix n n ℂ :=
  fun x y => if x = y then H x y else -(‖H x y‖ : ℂ)
```

The comparison state $|v|$ has amplitudes $|v_x|$. It has the same occupation probabilities as $v$, but no relative phases.

```lean
/-- The state whose amplitudes are the moduli of the amplitudes of `v`. -/
def modulus (v : n → ℂ) : n → ℂ := fun x => (‖v x‖ : ℂ)
```

The Rayleigh values of $H$ are the energies of all states with $\sum_x|v_x|^2=1$. The ground energy will be the least of them.

```lean
/-- The Rayleigh values of `H`: the energies of all normalised states. -/
def rayleighValues (H : Matrix n n ℂ) : Set ℝ :=
  energy H '' {v : n → ℂ | ∑ x, ‖v x‖ ^ 2 = 1}
```

Sometimes the signs are an artefact of the phase convention for the basis. Phases $u_x$ with $|u_x|=1$ cure the sign problem if, for all $x\neq y$,

$$u_x^*H_{xy}u_y=-|H_{xy}|.$$

Only such diagonal changes of basis are considered, not general rotations of the basis.

```lean
/-- The basis phases `u` cure the sign problem of `H`: after the change of phases each
off-diagonal entry equals minus its modulus. -/
def CuresSign (H : Matrix n n ℂ) (u : n → ℂ) : Prop :=
  (∀ x, ‖u x‖ = 1) ∧ ∀ x y, x ≠ y → star (u x) * H x y * u y = -(‖H x y‖ : ℂ)
```

## The energy as a sum over pairs

Writing out the matrix product gives

$$E_H(v)=\sum_x\sum_y\operatorname{Re}\left(v_x^*H_{xy}v_y\right).$$

The proof unfolds the definitions and moves the real part inside the sums.

```lean
omit [DecidableEq n] in
/-- The energy is a sum of contributions from all pairs of basis states. -/
theorem energy_eq_sum (H : Matrix n n ℂ) (v : n → ℂ) :
    energy H v = ∑ x, ∑ y, (star (v x) * H x y * v y).re := by
  simp only [energy, dotProduct, Matrix.mulVec, Finset.mul_sum, Complex.re_sum,
    Pi.star_apply, mul_assoc]
```

For Hermitian $H$, taking the real part loses nothing, because

$$\langle v,Hv\rangle^*=\langle Hv,v\rangle=\langle v,H^\dagger v\rangle=\langle v,Hv\rangle.$$

The matrix $H_B$ is Hermitian too: its diagonal is that of $H$, and $|H_{yx}|=|H_{xy}^*|=|H_{xy}|$. The hypothesis `H.IsHermitian` appears only in this theorem; the later inequalities hold for the real part whether or not $H$ is Hermitian.

```lean
/-- For Hermitian `H` the comparison Hamiltonian is Hermitian, and `⟨v, H v⟩` is real and equal to
the energy for every vector `v`. -/
theorem hermitian_energy {H : Matrix n n ℂ} (hH : H.IsHermitian) :
    (stoquastic H).IsHermitian ∧ ∀ v : n → ℂ, star v ⬝ᵥ H *ᵥ v = (energy H v : ℂ) := by
  constructor
  · refine Matrix.IsHermitian.ext fun x y => ?_
    by_cases h : x = y
    · subst h
      simp only [stoquastic, ↓reduceIte]
      exact hH.apply x x
    · simp only [stoquastic, if_neg h, if_neg (Ne.symm h)]
      rw [star_neg, ← hH.apply x y, norm_star]
      exact congrArg Neg.neg (Complex.conj_ofReal _)
  · intro v
    have h : star (star v ⬝ᵥ H *ᵥ v) = star v ⬝ᵥ H *ᵥ v := by
      rw [← Matrix.star_dotProduct, Matrix.star_mulVec, hH.eq, ← Matrix.dotProduct_mulVec]
    exact (Complex.conj_eq_iff_re.mp h).symm
```

## What happens to each pair

For $x=y$, removing the phases changes nothing:

$$|v_x|H_{xx}|v_x|=v_x^*H_{xx}v_x.$$

For $x\neq y$, the moduli combine into

$$|v_x|\left(-|H_{xy}|\right)|v_y|=-\left|v_x^*H_{xy}v_y\right|.$$

The lemma splits into these two cases. The first uses $v_x^*v_x=|v_x|^2$, the second the multiplicativity of the modulus.

```lean
omit [Fintype n] in
/-- Passing to `|v|` and the comparison Hamiltonian keeps each diagonal contribution to the
energy and turns each off-diagonal one into minus its modulus. -/
theorem pair_contribution (H : Matrix n n ℂ) (v : n → ℂ) (x y : n) :
    star (modulus v x) * stoquastic H x y * modulus v y =
      if x = y then star (v x) * H x y * v y
      else ((-‖star (v x) * H x y * v y‖ : ℝ) : ℂ) := by
  have hs : star (modulus v x) = (‖v x‖ : ℂ) := Complex.conj_ofReal _
  rw [hs]
  by_cases h : x = y
  · subst h
    have hv : star (v x) * v x = (‖v x‖ : ℂ) ^ 2 := Complex.conj_mul' (v x)
    simp only [stoquastic, modulus, ↓reduceIte]
    linear_combination -(H x x) * hv
  · simp only [stoquastic, modulus, if_neg h, norm_mul, norm_star]
    push_cast
    ring
```

Every complex number $z$ satisfies $|\operatorname{Re}z|\leq|z|$, and therefore $-|z|\leq\operatorname{Re}z$. With $z=v_x^*H_{xy}v_y$, no off-diagonal contribution increases, while the diagonal ones stay equal.

```lean
omit [Fintype n] in
/-- No pair of basis states contributes more energy after the replacement than before. -/
theorem pair_contribution_le (H : Matrix n n ℂ) (v : n → ℂ) (x y : n) :
    (star (modulus v x) * stoquastic H x y * modulus v y).re ≤
      (star (v x) * H x y * v y).re := by
  rw [pair_contribution]
  by_cases h : x = y
  · rw [if_pos h]
  · rw [if_neg h, Complex.ofReal_re]
    exact (abs_le.mp (Complex.abs_re_le_norm _)).1
```

Summing over $x$ and $y$ gives the central inequality, for every $v$, normalised or not:

$$E_{H_B}(|v|)\leq E_H(v).$$

In Lean, `Finset.sum_le_sum` is applied once for each of the two sums.

```lean
/-- The energy of `|v|` under the comparison Hamiltonian is at most the energy of `v`
under `H`. -/
theorem energy_modulus_le (H : Matrix n n ℂ) (v : n → ℂ) :
    energy (stoquastic H) (modulus v) ≤ energy H v := by
  rw [energy_eq_sum, energy_eq_sum]
  exact Finset.sum_le_sum fun x _ => Finset.sum_le_sum fun y _ => pair_contribution_le H v x y
```

## When no energy is gained

Equality holds exactly when each off-diagonal contribution $z=v_x^*H_{xy}v_y$ is real and nonpositive. Two sums whose terms are ordered one by one can agree only if all the terms agree, so equality forces $\operatorname{Re}z=-|z|$. Then

$$(\operatorname{Im}z)^2=|z|^2-(\operatorname{Re}z)^2=0,$$

and $z=-|z|$. Conversely, if every off-diagonal $z$ has this form, the two sums agree term by term.

The auxiliary statement `key` is the calculation with the imaginary part. The argument about sums is `Finset.sum_eq_sum_iff_of_le`, used first for the outer sum and then for the inner one.

```lean
/-- The two energies agree exactly when every off-diagonal contribution to the energy of `v`
is real and nonpositive. -/
theorem energy_modulus_eq_iff (H : Matrix n n ℂ) (v : n → ℂ) :
    energy (stoquastic H) (modulus v) = energy H v ↔
      ∀ x y, x ≠ y →
        star (v x) * H x y * v y = ((-‖star (v x) * H x y * v y‖ : ℝ) : ℂ) := by
  -- a complex number whose real part is minus its modulus has no imaginary part
  have key : ∀ z : ℂ, -‖z‖ = z.re → z = ((-‖z‖ : ℝ) : ℂ) := by
    intro z hz
    have h := Complex.sq_norm z
    rw [Complex.normSq_apply] at h
    have him : z.im * z.im = 0 := by linear_combination -h - (‖z‖ - z.re) * hz
    apply Complex.ext
    · rw [Complex.ofReal_re]; exact hz.symm
    · rw [Complex.ofReal_im]; exact mul_self_eq_zero.mp him
  rw [energy_eq_sum, energy_eq_sum]
  constructor
  · intro h x y hxy
    -- equal sums of termwise ordered contributions force equality term by term
    have h1 := (Finset.sum_eq_sum_iff_of_le (fun x _ => Finset.sum_le_sum
      (fun y _ => pair_contribution_le H v x y))).1 h x (Finset.mem_univ x)
    have h2 := (Finset.sum_eq_sum_iff_of_le
      (fun y _ => pair_contribution_le H v x y)).1 h1 y (Finset.mem_univ y)
    rw [pair_contribution, if_neg hxy, Complex.ofReal_re] at h2
    exact key _ h2
  · intro h
    refine Finset.sum_congr rfl fun x _ => Finset.sum_congr rfl fun y _ => ?_
    rw [pair_contribution]
    by_cases hxy : x = y
    · rw [if_pos hxy]
    · rw [if_neg hxy]
      exact congrArg Complex.re (h x y hxy).symm
```

## Comparing the ground energies

A least Rayleigh value exists by compactness. Normalisation is a closed condition and forces $|v_x|\leq1$ for every $x$, so the normalised states form a closed and bounded set in a finite-dimensional space. The set is nonempty, since it contains a basis state, and the energy is continuous in the amplitudes. The minimum is therefore attained. The proof establishes these facts as `hclosed`, `hsub`, `hne` and `hcont`. The assumption `Nonempty n` says that there is at least one basis state.

```lean
/-- On a nonempty finite basis the Rayleigh values have a least element. -/
theorem exists_groundEnergy [Nonempty n] (H : Matrix n n ℂ) :
    ∃ E, IsLeast (rayleighValues H) E := by
  have hcont : Continuous (energy H) := by
    rw [show energy H = fun v => ∑ x, ∑ y, (star (v x) * H x y * v y).re from
      funext (energy_eq_sum H)]
    exact continuous_finsetSum _ fun x _ => continuous_finsetSum _ fun y _ =>
      Complex.continuous_re.comp
        (((continuous_apply x).star.mul continuous_const).mul (continuous_apply y))
  -- the normalised states form a closed and bounded set
  have hclosed : IsClosed {v : n → ℂ | ∑ x, ‖v x‖ ^ 2 = 1} :=
    isClosed_eq (continuous_finsetSum _ fun x _ => (continuous_apply x).norm.pow 2)
      continuous_const
  have hsub : {v : n → ℂ | ∑ x, ‖v x‖ ^ 2 = 1} ⊆ Metric.closedBall 0 1 := by
    intro v hv
    have hv' : ∑ x, ‖v x‖ ^ 2 = 1 := hv
    rw [mem_closedBall_zero_iff, pi_norm_le_iff_of_nonneg zero_le_one]
    intro x
    have hx : ‖v x‖ ^ 2 ≤ ∑ x, ‖v x‖ ^ 2 :=
      Finset.single_le_sum (f := fun x => ‖v x‖ ^ 2) (fun y _ => sq_nonneg _)
        (Finset.mem_univ x)
    nlinarith [norm_nonneg (v x)]
  have hne : {v : n → ℂ | ∑ x, ‖v x‖ ^ 2 = 1}.Nonempty := by
    obtain ⟨i⟩ := ‹Nonempty n›
    refine ⟨Pi.single i 1, ?_⟩
    show ∑ x, ‖(Pi.single i 1 : n → ℂ) x‖ ^ 2 = 1
    rw [Finset.sum_eq_single i]
    · simp
    · intro b _ hb
      simp [hb]
    · simp
  exact (((isCompact_closedBall 0 1).of_isClosed_subset hclosed hsub).image
    hcont).exists_isLeast (hne.image _)
```

`IsLeast (rayleighValues H) E` says that $E$ is the energy of some normalised state and that no normalised state lies lower. For Hermitian $H$ this is the lowest eigenvalue, by the familiar variational principle, which is not derived here. The Lean statements below are about least Rayleigh values, not eigenvalues.

Let $v$ be a normalised state that attains the ground energy $E$ of $H$. Then $|v|$ is also normalised, and it serves as a trial state for $H_B$:

$$E_B\leq E_{H_B}(|v|)\leq E_H(v)=E.$$

The Lean proof extracts the minimiser from `hE` and chains the same two inequalities.

```lean
/-- The ground energy of the comparison Hamiltonian is at most the ground energy of `H`. -/
theorem groundEnergy_le {H : Matrix n n ℂ} {EB E : ℝ}
    (hB : IsLeast (rayleighValues (stoquastic H)) EB) (hE : IsLeast (rayleighValues H) E) :
    EB ≤ E := by
  obtain ⟨⟨v, hv, rfl⟩, _⟩ := hE
  exact (hB.2 ⟨modulus v, by simpa [modulus] using hv, rfl⟩).trans (energy_modulus_le H v)
```

The two energies appear in a calculation with signed walkers and a real symmetric $H$. Let $p_x$ and $m_x$ be the expected numbers of positive and negative walkers on $x$. If opposite walkers are not annihilated and $\tau$ is small enough to keep the diagonal weights nonnegative, one step multiplies the signal $p-m$ by $1-\tau(H-S)$ and the total population $p+m$ by $1-\tau(H_B-S)$. At long times, for small $\tau$ and a start that overlaps both ground states, the signal is therefore suppressed relative to the population roughly as $e^{-(E-E_B)t}$, where $t$ is the imaginary time. For a small test system, diagonalising both matrices gives this rate directly.

## Signs that are only a phase convention

Suppose the phases $u_x$ cure the sign problem. The diagonal elements are unaffected, since $u_x^*u_x=1$, so $u_x^*H_{xy}u_y=(H_B)_{xy}$ for all pairs. Attaching the phases to a state $w$ gives

$$E_H(uw)=\sum_x\sum_y\operatorname{Re}\left(w_x^*u_x^*H_{xy}u_yw_y\right)=E_{H_B}(w),\qquad (uw)_x=u_xw_x.$$

The map $w\mapsto uw$ preserves normalisation and is undone by multiplying with $u_x^*$. Hence $H$ and $H_B$ have the same set of Rayleigh values, and in particular the same ground energy.

In the proof, `hg` is the identity between the matrices and `hen` the identity between the energies. The two inclusions use the map and its inverse.

```lean
/-- If some choice of basis phases cures the sign problem, then `H` and its comparison
Hamiltonian have the same Rayleigh values. -/
theorem rayleighValues_eq_of_curesSign {H : Matrix n n ℂ} {u : n → ℂ} (h : CuresSign H u) :
    rayleighValues (stoquastic H) = rayleighValues H := by
  obtain ⟨hu, hoff⟩ := h
  have huu : ∀ x, star (u x) * u x = 1 := by
    intro x
    have h1 : star (u x) * u x = (‖u x‖ : ℂ) ^ 2 := Complex.conj_mul' (u x)
    rw [h1, hu x, Complex.ofReal_one, one_pow]
  have hg : ∀ x y, star (u x) * H x y * u y = stoquastic H x y := by
    intro x y
    by_cases hxy : x = y
    · subst hxy
      simp only [stoquastic, ↓reduceIte]
      linear_combination H x x * huu x
    · simp only [stoquastic, if_neg hxy]
      exact hoff x y hxy
  -- attaching the phases to a state trades one Hamiltonian for the other
  have hen : ∀ w : n → ℂ, energy H (fun x => u x * w x) = energy (stoquastic H) w := by
    intro w
    rw [energy_eq_sum, energy_eq_sum]
    refine Finset.sum_congr rfl fun x _ => Finset.sum_congr rfl fun y _ => ?_
    rw [← hg x y, star_mul']
    congr 1
    ring
  apply Set.Subset.antisymm
  · rintro _ ⟨w, hw, rfl⟩
    exact ⟨fun x => u x * w x, by simpa [hu] using hw, hen w⟩
  · rintro _ ⟨v, hv, rfl⟩
    refine ⟨fun x => star (u x) * v x, by simpa [hu] using hv, ?_⟩
    rw [← hen]
    congr 1
    funext x
    linear_combination v x * huu x
```

There is a converse for states without zeros. Let $v$ be normalised, with $v_x\neq0$ for every $x$, and let its energy under $H$ equal the ground energy $E_B$ of $H_B$. Then

$$E_B\leq E_{H_B}(|v|)\leq E_H(v)=E_B,$$

so equality holds throughout. The equality condition gives, for $x\neq y$,

$$v_x^*H_{xy}v_y=-|v_x|\,|H_{xy}|\,|v_y|.$$

Dividing by $|v_x||v_y|$ shows that the phases $u_x=v_x/|v_x|$ cure the sign problem.

The condition `hnz` means that the state occupies every basis state, so that each phase is defined. It matters physically: a ground state confined to one decoupled block of basis states carries no information about the signs in the other blocks.

The Lean proof obtains the equality as `heq`, reads off the condition on each pair as `k`, and carries out the division in the closing `calc` block.

```lean
/-- If a normalised, nowhere vanishing state has energy under `H` equal to the ground energy of
the comparison Hamiltonian, then the phases of that state cure the sign problem. -/
theorem curesSign_of_energy_eq {H : Matrix n n ℂ} {E : ℝ} {v : n → ℂ}
    (hB : IsLeast (rayleighValues (stoquastic H)) E) (hv : ∑ x, ‖v x‖ ^ 2 = 1)
    (hvE : energy H v = E) (hnz : ∀ x, v x ≠ 0) :
    CuresSign H (fun x => v x / (‖v x‖ : ℂ)) := by
  have hle : E ≤ energy (stoquastic H) (modulus v) :=
    hB.2 ⟨modulus v, by simpa [modulus] using hv, rfl⟩
  have heq : energy (stoquastic H) (modulus v) = energy H v :=
    le_antisymm (energy_modulus_le H v) (hvE.le.trans hle)
  refine ⟨fun x => ?_, fun x y hxy => ?_⟩
  · show ‖v x / (‖v x‖ : ℂ)‖ = 1
    rw [norm_div, Complex.norm_real, norm_norm, div_self (norm_ne_zero_iff.2 (hnz x))]
  · show star (v x / (‖v x‖ : ℂ)) * H x y * (v y / (‖v y‖ : ℂ)) = -(‖H x y‖ : ℂ)
    have hx : (‖v x‖ : ℂ) ≠ 0 := Complex.ofReal_ne_zero.2 (norm_ne_zero_iff.2 (hnz x))
    have hy : (‖v y‖ : ℂ) ≠ 0 := Complex.ofReal_ne_zero.2 (norm_ne_zero_iff.2 (hnz y))
    have hr : star (‖v x‖ : ℂ) = (‖v x‖ : ℂ) := Complex.conj_ofReal _
    -- the equality case fixes the phase of every off-diagonal entry
    have k := (energy_modulus_eq_iff H v).1 heq x y hxy
    rw [norm_mul, norm_mul, norm_star] at k
    push_cast at k
    rw [star_div₀, hr]
    calc star (v x) / (‖v x‖ : ℂ) * H x y * (v y / (‖v y‖ : ℂ))
        = (star (v x) * H x y * v y) / ((‖v x‖ : ℂ) * (‖v y‖ : ℂ)) := by ring
      _ = -(‖H x y‖ : ℂ) := by
          rw [k, div_eq_iff (mul_ne_zero hx hy)]
          ring

end

end StoquasticComparison
```

```lean
#print axioms StoquasticComparison.energy_modulus_eq_iff
-- 'StoquasticComparison.energy_modulus_eq_iff' depends on axioms: [propext, Classical.choice, Quot.sound]
#print axioms StoquasticComparison.groundEnergy_le
-- 'StoquasticComparison.groundEnergy_le' depends on axioms: [propext, Classical.choice, Quot.sound]
#print axioms StoquasticComparison.rayleighValues_eq_of_curesSign
-- 'StoquasticComparison.rayleighValues_eq_of_curesSign' depends on axioms: [propext, Classical.choice, Quot.sound]
#print axioms StoquasticComparison.curesSign_of_energy_eq
-- 'StoquasticComparison.curesSign_of_energy_eq' depends on axioms: [propext, Classical.choice, Quot.sound]
```
